# On a connected graph, the zero-energy states of the exchange ferromagnet are the permutation-symmetric states

## Spins that prefer to match

Place a d-level system on each site of a finite cluster, and let each bond favour states that are symmetric under exchange of its two ends. Each bond constrains only one pair. Do the bonds together force symmetry under every rearrangement of the sites, including sites that share no bond?

Let V be the set of sites, and let ψ(s) be the amplitude of the configuration s, which assigns a level to each site. A permutation σ acts by

(P_σ ψ)(s) = ψ(s∘σ),

and F_ij is P_σ for the transposition σ = (i j). The Hamiltonian is

H = Σ_{edges ij} (1 − F_ij).

The coupling is set to 1; its positive sign makes the bonds ferromagnetic. For d = 2, 1 − F_ij = ½ − 2 S_i·S_j with spin-½ operators S_i (ħ = 1), so H is the Heisenberg ferromagnet up to a constant and a scale.

## What is proved

`ferromagnetic_ground_space` says that on a connected graph H is Hermitian, ⟨ψ, Hψ⟩ ≥ 0 for every ψ, and Hψ = 0 exactly when P_σ ψ = ψ for all σ. `symmetric_iff_connected` adds that for d ≥ 2 connectedness is also necessary. By `ham_product_state`, equal one-site states φ on all sites give Hψ = 0 on any graph. For d ≥ 1 a normalised φ gives a normalised ψ, so zero is the ground-state energy.

In Lean, `State V d` is the space of amplitude functions, `permOp σ` is P_σ, and `edgeTerm` is 1 − F_ij on an unordered pair. The expression `star φ ⬝ᵥ ψ` is ⟨φ, ψ⟩, conjugate-linear on the left; states need not be normalised. In the complex order, `0 ≤` means real and non-negative. `G.Preconnected` says that any two sites are joined by a walk, which holds trivially for the graph with no vertices.

The model is finite, with equal couplings, and the theorems do not address excitation energies or a gap.

## From one bond to all permutations

Exchanging i and j twice restores s, so relabelling a sum over configurations gives ⟨φ, F_ij ψ⟩ = ⟨F_ij φ, ψ⟩ and ‖F_ij ψ‖ = ‖ψ‖. Hence H is Hermitian, and

‖ψ − F_ij ψ‖² = 2⟨ψ, ψ⟩ − 2⟨ψ, F_ij ψ⟩ = 2⟨ψ, (1 − F_ij)ψ⟩.

Summing over edges,

⟨ψ, Hψ⟩ = ½ Σ_{edges ij} ‖ψ − F_ij ψ‖² ≥ 0.

If Hψ = 0, every term vanishes, so F_ij ψ = ψ on every edge. The converse is immediate.

Now take a walk from i to k whose first step goes to j, and suppose that F_jk ψ = ψ is known from the shorter walk. If k = i there is nothing to show, and if k = j the exchange is along an edge. Otherwise

(i k) = (i j)(j k)(i j),

so F_ik ψ = ψ. Transpositions generate all permutations, so ψ is fully symmetric.

## A disconnected graph has other zero-energy states

Suppose j cannot be reached from i. Let C be the component of i, and choose levels a ≠ b. Set ψ(s) = 1 if every site of C is in level a, and 0 otherwise; with n = |V|, normalisation replaces 1 by d^(−(n−|C|)/2). Each edge exchange maps C to itself, so Hψ = 0. In the configuration with a on C and b elsewhere, ψ = 1, but exchanging i and j puts b on the site i of C and gives 0. For d = 1 there is only one configuration, and every state is symmetric on any graph.

## The Lean file

```lean
import Mathlib

open Matrix
open scoped ComplexOrder

namespace ExchangeFerromagnet

/-- Amplitudes of a state of `d`-level systems placed on the vertices `V`. -/
abbrev State (V : Type*) (d : ℕ) := (V → Fin d) → ℂ

variable {V : Type*} [Fintype V] [DecidableEq V] {d : ℕ}

/-- The operator that permutes the tensor factors according to `σ`. -/
def permOp (σ : Equiv.Perm V) : State V d →ₗ[ℂ] State V d :=
  LinearMap.funLeft ℂ ℂ (fun s : V → Fin d => s ∘ σ)

/-- The interaction `1 - F_ij` on the edge joining `i` and `j`, where `F_ij` exchanges the
two tensor factors. -/
def edgeTerm : Sym2 V → (State V d →ₗ[ℂ] State V d) :=
  Sym2.lift ⟨fun i j => LinearMap.id - permOp (Equiv.swap i j),
    fun i j => by beta_reduce; rw [Equiv.swap_comm]⟩

/-- The Hamiltonian `H = ∑ (1 - F_ij)`, summed over the edges of the graph. -/
def ham (G : SimpleGraph V) [DecidableRel G.Adj] : State V d →ₗ[ℂ] State V d :=
  ∑ e ∈ G.edgeFinset, edgeTerm e

omit [Fintype V] in
/-- Exchanging the same two sites twice restores the configuration. -/
theorem swap_twice (i j : V) (s : V → Fin d) :
    (s ∘ Equiv.swap i j) ∘ Equiv.swap i j = s := by
  funext v
  simp

/-- A sum over all configurations is unchanged when two sites are exchanged. -/
theorem sum_swap (i j : V) (f : (V → Fin d) → ℂ) :
    ∑ s, f (s ∘ Equiv.swap i j) = ∑ s, f s := by
  have hinv : Function.Involutive (fun s : V → Fin d => s ∘ Equiv.swap i j) :=
    fun s => swap_twice i j s
  exact Equiv.sum_comp (hinv.toPerm _) f

/-- The Hamiltonian is Hermitian. -/
theorem ham_hermitian (G : SimpleGraph V) [DecidableRel G.Adj] (φ ψ : State V d) :
    star φ ⬝ᵥ ham G ψ = star (ham G φ) ⬝ᵥ ψ := by
  rw [ham, LinearMap.sum_apply, LinearMap.sum_apply, star_sum, dotProduct_sum, sum_dotProduct]
  refine Finset.sum_congr rfl fun e _ => ?_
  induction e using Sym2.ind with
  | _ i j =>
    change ∑ s, star (φ s) * (ψ s - ψ (s ∘ Equiv.swap i j))
      = ∑ s, star (φ s - φ (s ∘ Equiv.swap i j)) * ψ s
    simp only [star_sub, mul_sub, sub_mul, Finset.sum_sub_distrib]
    congr 1
    -- move the exchange from one factor to the other
    refine Eq.trans (Finset.sum_congr rfl fun s _ => ?_)
      (sum_swap i j (fun s => star (φ (s ∘ Equiv.swap i j)) * ψ s))
    rw [swap_twice]

/-- The energy of an edge is half the squared norm of `ψ - F_ij ψ`. -/
theorem edge_energy (i j : V) (ψ : State V d) :
    star ψ ⬝ᵥ edgeTerm s(i, j) ψ
      = ((1 / 2 * ∑ s, ‖ψ s - ψ (s ∘ Equiv.swap i j)‖ ^ 2 : ℝ) : ℂ) := by
  have h2 : ∑ s, star (ψ (s ∘ Equiv.swap i j)) * (ψ (s ∘ Equiv.swap i j) - ψ s)
      = ∑ s, star (ψ s) * (ψ s - ψ (s ∘ Equiv.swap i j)) := by
    refine Eq.trans (Finset.sum_congr rfl fun s _ => ?_)
      (sum_swap i j (fun s => star (ψ s) * (ψ s - ψ (s ∘ Equiv.swap i j))))
    rw [swap_twice]
  have h3 : ∀ s, ((‖ψ s - ψ (s ∘ Equiv.swap i j)‖ ^ 2 : ℝ) : ℂ)
      = star (ψ s) * (ψ s - ψ (s ∘ Equiv.swap i j))
        + star (ψ (s ∘ Equiv.swap i j)) * (ψ (s ∘ Equiv.swap i j) - ψ s) := by
    intro s
    rw [← Complex.normSq_eq_norm_sq, ← Complex.mul_conj]
    simp only [map_sub, Complex.star_def]
    ring
  change ∑ s, star (ψ s) * (ψ s - ψ (s ∘ Equiv.swap i j)) = _
  rw [Complex.ofReal_mul, Complex.ofReal_sum, Finset.sum_congr rfl (fun s _ => h3 s),
    Finset.sum_add_distrib, h2]
  push_cast
  ring

/-- Every edge has non-negative energy in every state. -/
theorem edge_nonneg (e : Sym2 V) (ψ : State V d) : 0 ≤ star ψ ⬝ᵥ edgeTerm e ψ := by
  induction e using Sym2.ind with
  | _ i j =>
    rw [edge_energy]
    exact Complex.zero_le_real.mpr (by positivity)

/-- A state has `H ψ = 0` exactly when the exchange along each edge leaves it unchanged. -/
theorem ham_eq_zero_iff_edges (G : SimpleGraph V) [DecidableRel G.Adj] (ψ : State V d) :
    ham G ψ = 0 ↔ ∀ i j, G.Adj i j → permOp (Equiv.swap i j) ψ = ψ := by
  constructor
  · intro h i j hij
    have hsum : ∑ e ∈ G.edgeFinset, star ψ ⬝ᵥ edgeTerm e ψ = 0 := by
      rw [← dotProduct_sum, ← LinearMap.sum_apply]
      change star ψ ⬝ᵥ ham G ψ = 0
      rw [h, dotProduct_zero]
    -- non-negative energies that add up to zero vanish one by one
    have he := (Finset.sum_eq_zero_iff_of_nonneg (fun e _ => edge_nonneg e ψ)).mp hsum
      s(i, j) (by simpa using hij)
    rw [edge_energy, Complex.ofReal_eq_zero] at he
    have h0 : ∑ s, ‖ψ s - ψ (s ∘ Equiv.swap i j)‖ ^ 2 = 0 := by linarith
    funext s
    have hs := (Finset.sum_eq_zero_iff_of_nonneg (fun s _ => by positivity)).mp h0 s
      (Finset.mem_univ s)
    exact (sub_eq_zero.mp (norm_eq_zero.mp (pow_eq_zero_iff two_ne_zero |>.mp hs))).symm
  · intro h
    rw [ham, LinearMap.sum_apply]
    refine Finset.sum_eq_zero fun e he => ?_
    induction e using Sym2.ind with
    | _ i j =>
      have hij := h i j (by simpa using he)
      change ψ - permOp (Equiv.swap i j) ψ = 0
      rw [hij, sub_self]

omit [Fintype V] in
/-- If exchanges along edges leave a state unchanged, so does the exchange of the two ends
of any walk. -/
theorem swap_of_walk (G : SimpleGraph V) (ψ : State V d)
    (h : ∀ i j, G.Adj i j → permOp (Equiv.swap i j) ψ = ψ) {i k : V} (w : G.Walk i k) :
    permOp (Equiv.swap i k) ψ = ψ := by
  induction w with
  | nil => rw [Equiv.swap_self]; rfl
  | @cons i j k hij p ih =>
    by_cases hki : k = i
    · rw [hki, Equiv.swap_self]; rfl
    by_cases hkj : k = j
    · rw [hkj]; exact h i j hij
    -- conjugate the shorter exchange by the first edge
    rw [← Equiv.swap_mul_swap_mul_swap hkj hki]
    change permOp (Equiv.swap j i) (permOp (Equiv.swap k j) (permOp (Equiv.swap j i) ψ)) = ψ
    rw [h j i hij.symm, Equiv.swap_comm k j, ih, h j i hij.symm]

/-- On a connected graph `H` is positive semidefinite, and `H ψ = 0` exactly when `ψ` is
invariant under all permutations of the vertices. -/
theorem ferromagnetic_ground_space (G : SimpleGraph V) [DecidableRel G.Adj]
    (hG : G.Preconnected) :
    (∀ φ ψ : State V d, star φ ⬝ᵥ ham G ψ = star (ham G φ) ⬝ᵥ ψ) ∧
    (∀ ψ : State V d, 0 ≤ star ψ ⬝ᵥ ham G ψ) ∧
    ∀ ψ : State V d, ham G ψ = 0 ↔ ∀ σ : Equiv.Perm V, permOp σ ψ = ψ := by
  refine ⟨ham_hermitian G, fun ψ => ?_, fun ψ => ?_⟩
  · rw [ham, LinearMap.sum_apply, dotProduct_sum]
    exact Finset.sum_nonneg fun e _ => edge_nonneg e ψ
  · rw [ham_eq_zero_iff_edges]
    refine ⟨fun h σ => ?_, fun h i j _ => h _⟩
    -- every permutation is a product of exchanges
    induction σ using Equiv.Perm.swap_induction_on with
    | one => rfl
    | swap_mul f x y hxy ih =>
      change permOp (Equiv.swap x y) (permOp f ψ) = ψ
      obtain ⟨w⟩ := hG x y
      rw [ih, swap_of_walk G ψ h w]

/-- The product state with the same one-site state `φ` on every vertex satisfies `H ψ = 0`. -/
theorem ham_product_state (G : SimpleGraph V) [DecidableRel G.Adj] (φ : Fin d → ℂ) :
    ham G (fun s : V → Fin d => ∏ v, φ (s v)) = 0 := by
  rw [ham_eq_zero_iff_edges]
  intro i j _
  funext s
  exact Equiv.prod_comp (Equiv.swap i j) (fun v => φ (s v))

/-- With at least two levels per site, all solutions of `H ψ = 0` are permutation invariant
exactly when the graph is connected. -/
theorem symmetric_iff_connected (G : SimpleGraph V) [DecidableRel G.Adj] (hd : 2 ≤ d) :
    (∀ ψ : State V d, ham G ψ = 0 → ∀ σ : Equiv.Perm V, permOp σ ψ = ψ)
      ↔ G.Preconnected := by
  classical
  refine ⟨fun h i j => ?_, fun hG ψ => ((ferromagnetic_ground_space G hG).2.2 ψ).mp⟩
  by_contra hij
  obtain ⟨a, b, hab⟩ : ∃ a b : Fin d, b ≠ a :=
    ⟨⟨0, by omega⟩, ⟨1, by omega⟩, by simp [Fin.ext_iff]⟩
  -- the indicator that the whole component of `i` is in level `a`
  let ψ : State V d := fun s => if ∀ v, G.Reachable i v → s v = a then 1 else 0
  have hψ : ham G ψ = 0 := by
    rw [ham_eq_zero_iff_edges]
    intro x y hxy
    funext s
    have hr : ∀ v, G.Reachable i v → G.Reachable i (Equiv.swap x y v) := by
      intro v hv
      by_cases hx : v = x
      · subst hx
        rw [Equiv.swap_apply_left]
        exact hv.trans hxy.reachable
      by_cases hy : v = y
      · subst hy
        rw [Equiv.swap_apply_right]
        exact hv.trans hxy.symm.reachable
      rwa [Equiv.swap_apply_of_ne_of_ne hx hy]
    have key : (∀ v, G.Reachable i v → s (Equiv.swap x y v) = a)
        ↔ ∀ v, G.Reachable i v → s v = a :=
      ⟨fun H v hv => by simpa using H _ (hr v hv), fun H v hv => H _ (hr v hv)⟩
    exact if_congr key rfl rfl
  -- exchanging `i` with the unreachable `j` changes this state
  let s₀ : V → Fin d := fun v => if G.Reachable i v then a else b
  have h1 : ψ s₀ = 1 := if_pos fun v hv => if_pos hv
  have h0 : permOp (Equiv.swap i j) ψ s₀ = 0 := by
    refine if_neg ?_
    intro H
    have hi : s₀ (Equiv.swap i j i) = a := H i (SimpleGraph.Reachable.refl i)
    rw [Equiv.swap_apply_left] at hi
    have hj : s₀ j = b := if_neg hij
    exact hab (hj.symm.trans hi)
  have hs := congrFun (h ψ hψ (Equiv.swap i j)) s₀
  rw [h0, h1] at hs
  exact zero_ne_one hs

end ExchangeFerromagnet
```

```lean
#print axioms ExchangeFerromagnet.ham_product_state
#print axioms ExchangeFerromagnet.symmetric_iff_connected
```

```
'ExchangeFerromagnet.ham_product_state' depends on axioms: [propext, Classical.choice, Quot.sound]
'ExchangeFerromagnet.symmetric_iff_connected' depends on axioms: [propext, Classical.choice, Quot.sound]
```

## How the proof follows the derivation

`swap_twice` and `sum_swap` provide the relabelling. `ham_hermitian` uses it to move the exchange between the factors, and `edge_energy` to obtain the half-square formula, from which `edge_nonneg` follows.

In `ham_eq_zero_iff_edges`, `Finset.sum_eq_zero_iff_of_nonneg` is applied twice: first over edges, then over configurations.

`swap_of_walk` is the induction along the walk, with the two special cases split off by `by_cases`. The main theorem then builds σ from transpositions with `Equiv.Perm.swap_induction_on`.

In `symmetric_iff_connected`, `hr` shows that edge exchanges preserve the component, and `h1` and `h0` are the two conflicting amplitudes.

## Unequal couplings and exact diagonalisation

The same argument covers bonds of different strengths J_ij > 0: each square is multiplied by a positive number, so the zero-energy states are unchanged.

For exact diagonalisation of a finite, connected spin-½ cluster with this H, the lowest eigenvalue should therefore be 0 whatever the cluster's shape. For n sites its degeneracy in the full 2ⁿ-dimensional space should be n + 1, one state for each value of the total S_z, by a count of symmetric states that the file does not carry out. A calculation restricted to one value of S_z should therefore find it once.
